# Stationary mixing angle and diagonalisation in the real two-level problem

Take real numbers a, b, c, the symmetric matrix H = [[a, c], [c, b]] in an orthonormal basis of two states, the trial vector ψ(t) = (cos t, sin t) with t in radians, its energy E(t) = ψ(t)ᵀ H ψ(t), and the counterclockwise rotation R(t) = [[cos t, −sin t], [sin t, cos t]]. The Rayleigh–Ritz principle in general bounds the ground-state energy of a Hermitian operator from above by the energy of any normalised trial state, whereas the theorems here treat only a real 2×2 matrix and real trial vectors described by one angle.

```lean
import Mathlib

open Matrix Real

namespace TwoLevelMixingAngle

noncomputable section

/-- The real symmetric two-level Hamiltonian with diagonal energies `a`, `b` and coupling `c`. -/
def hamiltonian (a b c : ℝ) : Matrix (Fin 2) (Fin 2) ℝ := !![a, c; c, b]

/-- The trial vector `(cos t, sin t)` with mixing angle `t`. -/
def trial (t : ℝ) : Fin 2 → ℝ := ![cos t, sin t]

/-- The rotation of the plane by the angle `t`; its first column is the trial vector. -/
def rot (t : ℝ) : Matrix (Fin 2) (Fin 2) ℝ := !![cos t, -sin t; sin t, cos t]

/-- The energy expectation value `ψᵀ H ψ` of the trial vector with mixing angle `t`. -/
def energy (a b c t : ℝ) : ℝ := trial t ⬝ᵥ (hamiltonian a b c *ᵥ trial t)

/-- The residual coupling `c cos 2t - ((a - b)/2) sin 2t` at mixing angle `t`. -/
def coupling (a b c t : ℝ) : ℝ := c * cos (2 * t) - (a - b) / 2 * sin (2 * t)

/-- The energy scale `√(((a - b)/2)² + c²)`. -/
def halfGap (a b c : ℝ) : ℝ := Real.sqrt (((a - b) / 2) ^ 2 + c ^ 2)

/-- The trial vector has unit norm for every mixing angle. -/
theorem trial_normalized (t : ℝ) : trial t ⬝ᵥ trial t = 1 := by
  have h : trial t ⬝ᵥ trial t = cos t * cos t + sin t * sin t := by
    simp [trial, dotProduct, Fin.sum_univ_two]
  rw [h]
  linear_combination Real.sin_sq_add_cos_sq t

/-- The rotation matrix is orthogonal: `Rᵀ R = 1`. -/
theorem rot_orthogonal (t : ℝ) : (rot t)ᵀ * rot t = 1 := by
  have hT : (rot t)ᵀ = !![cos t, sin t; -sin t, cos t] := by
    ext i j
    fin_cases i <;> fin_cases j <;> rfl
  rw [hT, Matrix.one_fin_two]
  simp only [rot, Matrix.mul_fin_two]
  ext i j
  fin_cases i <;> fin_cases j <;> simp <;> nlinarith [Real.sin_sq_add_cos_sq t]

/-- The trial energy as a quadratic form: `a cos² t + 2 c sin t cos t + b sin² t`. -/
theorem energy_expanded (a b c t : ℝ) :
    energy a b c t = a * cos t ^ 2 + 2 * c * sin t * cos t + b * sin t ^ 2 := by
  have h : energy a b c t
      = cos t * (a * cos t + c * sin t) + sin t * (c * cos t + b * sin t) := by
    simp [energy, hamiltonian, trial, Matrix.mulVec, dotProduct, Fin.sum_univ_two]
  rw [h]
  ring

/-- The trial energy in terms of the doubled angle:
`(a + b)/2 + ((a - b)/2) cos 2t + c sin 2t`. -/
theorem energy_eq (a b c t : ℝ) :
    energy a b c t = (a + b) / 2 + (a - b) / 2 * cos (2 * t) + c * sin (2 * t) := by
  rw [energy_expanded, Real.cos_two_mul, Real.sin_two_mul]
  linear_combination b * Real.sin_sq_add_cos_sq t

/-- The Hamiltonian in the rotated basis has the trial energy `E` and `a + b - E` on the
diagonal and the residual coupling off the diagonal. -/
theorem rotated_hamiltonian (a b c t : ℝ) :
    (rot t)ᵀ * hamiltonian a b c * rot t
      = !![energy a b c t, coupling a b c t; coupling a b c t, a + b - energy a b c t] := by
  have hT : (rot t)ᵀ = !![cos t, sin t; -sin t, cos t] := by
    ext i j
    fin_cases i <;> fin_cases j <;> rfl
  -- write every entry as a quadratic form in cos t and sin t
  have e1 := energy_expanded a b c t
  have e2 : coupling a b c t = c * (cos t ^ 2 - sin t ^ 2) - (a - b) * sin t * cos t := by
    unfold coupling
    rw [Real.cos_two_mul', Real.sin_two_mul]
    ring
  have e3 : a + b - energy a b c t
      = a * sin t ^ 2 - 2 * c * sin t * cos t + b * cos t ^ 2 := by
    rw [e1]
    linear_combination (-(a + b)) * Real.sin_sq_add_cos_sq t
  rw [e3, e1, e2, hT]
  simp only [rot, hamiltonian, Matrix.mul_fin_two]
  ext i j
  fin_cases i <;> fin_cases j <;> simp <;> ring

/-- The derivative of the trial energy in the mixing angle is twice the residual coupling. -/
theorem hasDerivAt_energy (a b c t : ℝ) :
    HasDerivAt (energy a b c) (2 * coupling a b c t) t := by
  have hf : energy a b c
      = fun s => (a + b) / 2 + (a - b) / 2 * cos (2 * s) + c * sin (2 * s) :=
    funext (energy_eq a b c)
  rw [hf]
  have h2 : HasDerivAt (fun s : ℝ => 2 * s) 2 t :=
    ((hasDerivAt_id' t).const_mul (2 : ℝ)).congr_deriv (by ring)
  have h := ((h2.cos.const_mul ((a - b) / 2)).const_add ((a + b) / 2)).fun_add
    (h2.sin.const_mul c)
  exact h.congr_deriv (by simp only [coupling]; ring)

/-- The trial energy is stationary in the mixing angle exactly when the rotation by that angle
makes the Hamiltonian diagonal. -/
theorem stationary_iff_isDiag (a b c t : ℝ) :
    deriv (energy a b c) t = 0 ↔ ((rot t)ᵀ * hamiltonian a b c * rot t).IsDiag := by
  rw [(hasDerivAt_energy a b c t).deriv, rotated_hamiltonian]
  -- both sides say that the residual coupling vanishes
  constructor
  · intro h
    have hw : coupling a b c t = 0 := by linarith
    intro i j hij
    fin_cases i <;> fin_cases j <;>
      first | exact absurd rfl hij | exact hw
  · intro h
    have h01 : coupling a b c t = 0 := by
      simpa using h (show (0 : Fin 2) ≠ 1 by decide)
    linarith

/-- The trial energy is stationary exactly when the trial vector is an eigenvector of the
Hamiltonian with the trial energy as eigenvalue. -/
theorem stationary_iff_eigenvector (a b c t : ℝ) :
    deriv (energy a b c) t = 0
      ↔ hamiltonian a b c *ᵥ trial t = energy a b c t • trial t := by
  have hs := Real.sin_sq_add_cos_sq t
  -- H ψ = E ψ + w (-sin t, cos t), component by component
  have k0 : a * cos t + c * sin t = energy a b c t * cos t - sin t * coupling a b c t := by
    unfold coupling
    rw [energy_expanded, Real.cos_two_mul', Real.sin_two_mul]
    linear_combination (-(a * cos t + c * sin t)) * hs
  have k1 : c * cos t + b * sin t = energy a b c t * sin t + cos t * coupling a b c t := by
    unfold coupling
    rw [energy_expanded, Real.cos_two_mul', Real.sin_two_mul]
    linear_combination (-(c * cos t + b * sin t)) * hs
  have hiff : hamiltonian a b c *ᵥ trial t = energy a b c t • trial t
      ↔ (a * cos t + c * sin t = energy a b c t * cos t
        ∧ c * cos t + b * sin t = energy a b c t * sin t) := by
    constructor
    · intro h
      constructor
      · simpa [hamiltonian, trial, Matrix.mulVec, dotProduct, Fin.sum_univ_two]
          using congrFun h 0
      · simpa [hamiltonian, trial, Matrix.mulVec, dotProduct, Fin.sum_univ_two]
          using congrFun h 1
    · rintro ⟨h0, h1⟩
      ext i
      fin_cases i
      · simpa [hamiltonian, trial, Matrix.mulVec, dotProduct, Fin.sum_univ_two] using h0
      · simpa [hamiltonian, trial, Matrix.mulVec, dotProduct, Fin.sum_univ_two] using h1
  rw [(hasDerivAt_energy a b c t).deriv, hiff]
  constructor
  · intro h
    have hw : coupling a b c t = 0 := by linarith
    constructor
    · linear_combination k0 - sin t * hw
    · linear_combination k1 + cos t * hw
  · rintro ⟨h0, h1⟩
    linear_combination 2 * sin t * (k0 - h0) + 2 * cos t * (h1 - k1)
      - 2 * coupling a b c t * hs

/-- For unequal diagonal energies, the trial energy is stationary exactly when
`cos 2t ≠ 0` and `tan 2t = 2c / (a - b)`. -/
theorem stationary_iff_tan (a b c t : ℝ) (hab : a ≠ b) :
    deriv (energy a b c) t = 0 ↔ cos (2 * t) ≠ 0 ∧ tan (2 * t) = 2 * c / (a - b) := by
  rw [(hasDerivAt_energy a b c t).deriv]
  unfold coupling
  have hd : a - b ≠ 0 := sub_ne_zero.mpr hab
  have hs := Real.sin_sq_add_cos_sq (2 * t)
  constructor
  · intro h
    -- cos 2t = 0 would force sin 2t = 0 as well
    have hc : cos (2 * t) ≠ 0 := by
      intro h0
      have h1 : (a - b) * sin (2 * t) = 0 := by linear_combination 2 * c * h0 - h
      have hS := (mul_eq_zero.mp h1).resolve_left hd
      rw [h0, hS] at hs
      norm_num at hs
    refine ⟨hc, ?_⟩
    rw [Real.tan_eq_sin_div_cos, div_eq_div_iff hc hd]
    linear_combination (-1) * h
  · rintro ⟨hc, h⟩
    rw [Real.tan_eq_sin_div_cos, div_eq_div_iff hc hd] at h
    linear_combination (-1) * h

/-- The squared deviation of the trial energy from the mean `(a + b)/2` plus the squared residual
coupling equals `((a - b)/2)² + c²` for every mixing angle. -/
theorem energy_circle (a b c t : ℝ) :
    (energy a b c t - (a + b) / 2) ^ 2 + coupling a b c t ^ 2 = ((a - b) / 2) ^ 2 + c ^ 2 := by
  rw [energy_eq]
  unfold coupling
  linear_combination (((a - b) / 2) ^ 2 + c ^ 2) * Real.sin_sq_add_cos_sq (2 * t)

/-- The trial energy is stationary exactly when it takes one of the values
`(a + b)/2 ∓ √(((a - b)/2)² + c²)`. -/
theorem stationary_iff_energy_value (a b c t : ℝ) :
    deriv (energy a b c) t = 0
      ↔ energy a b c t = (a + b) / 2 - halfGap a b c
        ∨ energy a b c t = (a + b) / 2 + halfGap a b c := by
  rw [(hasDerivAt_energy a b c t).deriv]
  have hc := energy_circle a b c t
  have hR : halfGap a b c ^ 2 = ((a - b) / 2) ^ 2 + c ^ 2 := Real.sq_sqrt (by positivity)
  constructor
  · intro h
    have hw : coupling a b c t = 0 := by linarith
    have hp : (energy a b c t - ((a + b) / 2 - halfGap a b c))
        * (energy a b c t - ((a + b) / 2 + halfGap a b c)) = 0 := by
      linear_combination hc - coupling a b c t * hw - hR
    rcases mul_eq_zero.mp hp with h1 | h1
    · left
      linarith
    · right
      linarith
  · intro h
    have h2 : coupling a b c t ^ 2 = 0 := by
      rcases h with h | h
      · rw [h] at hc
        linear_combination hc - hR
      · rw [h] at hc
        linear_combination hc - hR
    have hw : coupling a b c t = 0 := (pow_eq_zero_iff two_ne_zero).mp h2
    linarith

/-- The minimum of the trial energy over all mixing angles is attained and equals
`(a + b)/2 - √(((a - b)/2)² + c²)`. -/
theorem isLeast_energy (a b c : ℝ) :
    IsLeast (Set.range (energy a b c)) ((a + b) / 2 - halfGap a b c) := by
  constructor
  · -- polar coordinates of a point in the plane
    have key : ∀ z : ℂ, ∃ n θ : ℝ, 0 ≤ n ∧ n * cos θ = z.re ∧ n * sin θ = z.im := by
      intro z
      by_cases hz : z = 0
      · exact ⟨0, 0, le_rfl, by simp [hz], by simp [hz]⟩
      · have hn : ‖z‖ ≠ 0 := norm_ne_zero_iff.mpr hz
        refine ⟨‖z‖, Complex.arg z, norm_nonneg z, ?_, ?_⟩
        · rw [Complex.cos_arg hz]
          field_simp
        · rw [Complex.sin_arg]
          field_simp
    obtain ⟨n, θ, hn, hC', hS'⟩ := key ⟨-((a - b) / 2), -c⟩
    have hC : n * cos θ = -((a - b) / 2) := hC'
    have hS : n * sin θ = -c := hS'
    have hs := Real.sin_sq_add_cos_sq θ
    have hD : ((a - b) / 2) ^ 2 + c ^ 2 = n ^ 2 := by
      linear_combination (-(n * cos θ - (a - b) / 2)) * hC - (n * sin θ - c) * hS + n ^ 2 * hs
    have hR : halfGap a b c = n := by
      unfold halfGap
      rw [hD, Real.sqrt_sq hn]
    -- the minimising mixing angle is half the polar angle
    refine ⟨θ / 2, ?_⟩
    rw [energy_eq, hR, show 2 * (θ / 2) = θ by ring]
    linear_combination cos θ * hC + sin θ * hS - n * hs
  · rintro _ ⟨t, rfl⟩
    have hc := energy_circle a b c t
    have hle : (energy a b c t - (a + b) / 2) ^ 2 ≤ ((a - b) / 2) ^ 2 + c ^ 2 := by
      linarith [sq_nonneg (coupling a b c t)]
    have h := (abs_le.mp (Real.abs_le_sqrt hle)).1
    unfold halfGap
    linarith

end

end TwoLevelMixingAngle
```

```lean
#print axioms TwoLevelMixingAngle.stationary_iff_isDiag
#print axioms TwoLevelMixingAngle.stationary_iff_tan
#print axioms TwoLevelMixingAngle.stationary_iff_energy_value
#print axioms TwoLevelMixingAngle.isLeast_energy
```

```
'TwoLevelMixingAngle.stationary_iff_isDiag' depends on axioms: [propext, Classical.choice, Quot.sound]
'TwoLevelMixingAngle.stationary_iff_tan' depends on axioms: [propext, Classical.choice, Quot.sound]
'TwoLevelMixingAngle.stationary_iff_energy_value' depends on axioms: [propext, Classical.choice, Quot.sound]
'TwoLevelMixingAngle.isLeast_energy' depends on axioms: [propext, Classical.choice, Quot.sound]
```

## What the theorems say

The definitions `hamiltonian`, `trial`, `rot` and `energy` are H, ψ, R and E. With the abbreviations m = (a + b)/2 and d = (a − b)/2, the other two definitions are

w(t) = c cos 2t − d sin 2t   (`coupling`)

ρ = √(d² + c²)   (`halfGap`)

All theorems hold for arbitrary real a, b, c and t, with one extra hypothesis in one of them. `trial_normalized` and `rot_orthogonal` state ψᵀψ = 1 and RᵀR = 1. `energy_eq` gives

E(t) = m + d cos 2t + c sin 2t

and `rotated_hamiltonian` gives

RᵀHR = [[E, w], [w, a + b − E]].

`hasDerivAt_energy` states that E is differentiable at t with E′(t) = 2w(t). The condition E′(t) = 0, written `deriv (energy a b c) t = 0`, is then shown equivalent to each of four conditions. In `stationary_iff_isDiag` the matrix RᵀHR is diagonal, where `IsDiag` means that every entry with unequal row and column index vanishes. In `stationary_iff_eigenvector` the condition is Hψ = Eψ. In `stationary_iff_tan`, which assumes `hab : a ≠ b`, it is cos 2t ≠ 0 together with tan 2t = 2c/(a − b). In `stationary_iff_energy_value` the energy equals m − ρ or m + ρ. Finally `isLeast_energy` says that m − ρ belongs to `Set.range (energy a b c)`, the set of energies over all real angles, and is a lower bound of that set.

## The physics encoded

The numbers a and b are the diagonal energies of two basis states and c is their coupling. `Fin 2 → ℝ` is the space of real coefficient vectors, `⬝ᵥ` is the Euclidean dot product, and `*ᵥ` is the action of a matrix on a vector. The dot product carries no overlap matrix, so the basis is orthonormal by convention. Since ψ has unit norm, E is the Rayleigh quotient with denominator 1. The columns of R are ψ and χ = (−sin t, cos t), so RᵀHR is the Hamiltonian in the basis (ψ, χ), and w is the matrix element that still connects the two rotated states.

The same algebra describes a two-configuration interaction, a two-site tight-binding model without overlap, and the transformation from two diabatic to two adiabatic states, in each case restricted to a real coupling and exactly two orthonormal states. For a ≠ b the tangent formula also fixes, up to multiples of π/2, the angle of one Jacobi rotation of a real symmetric matrix, with a, b and c taken from the 2×2 block that the rotation makes diagonal; the effect on the rest of a larger matrix is not treated here.

Complex Hermitian couplings, trial vectors with a relative phase, non-orthogonal bases and more than two levels are not covered. No theorem names the spectrum of H, so the identification of m − ρ as the lowest eigenvalue is left unstated; the theorems show that it is the least trial energy and that any angle attaining it gives an eigenvector. The maximum of E and the classification of the minimising angles are not treated either.

Symmetry of H is built into `hamiltonian` and is needed. For the antisymmetric matrix [[0, 1], [−1, 0]] the quadratic form vanishes at every t, so its derivative vanishes, while the rotation leaves the matrix unchanged and off-diagonal. The hypothesis `hab` is needed too: for a = b and c = 1 the energy is a + sin 2t, which is stationary at t = π/4, where cos 2t = 0. The clause cos 2t ≠ 0 cannot be omitted because Lean assigns the value 0 to the tangent where the cosine vanishes; for c = 0, a ≠ b and t = π/4 the tangent equation alone would hold although w = −d ≠ 0.

## Why it is true

Applying H gives Hψ = (a cos t + c sin t, c cos t + b sin t), and the dot product with ψ gives

E = a cos² t + 2c sin t cos t + b sin² t.

Inserting cos² t = (1 + cos 2t)/2, sin² t = (1 − cos 2t)/2 and 2 sin t cos t = sin 2t yields E = m + d cos 2t + c sin 2t. The off-diagonal element of RᵀHR is

χᵀHψ = −sin t (a cos t + c sin t) + cos t (c cos t + b sin t) = c (cos² t − sin² t) − (a − b) sin t cos t = w,

and ψᵀHχ expands to the same expression. The remaining entry is

χᵀHχ = a sin² t − 2c sin t cos t + b cos² t = a + b − E.

Differentiating the double-angle form gives

E′ = −2d sin 2t + 2c cos 2t = 2w.

Stationarity and diagonality therefore both read w(t) = 0.

Expanding Hψ in the orthonormal basis (ψ, χ) gives Hψ = Eψ + wχ. If w = 0 then ψ is an eigenvector. Conversely Hψ = Eψ forces w sin t = 0 and w cos t = 0, hence w = w (sin² t + cos² t) = 0.

For a ≠ b the equation w = 0 reads 2c cos 2t = (a − b) sin 2t. If cos 2t were zero then sin 2t would be zero as well, which is impossible, so division by (a − b) cos 2t is allowed and gives the tangent formula. Multiplying back reverses the step.

In the sum of squares of E − m and w the cross terms cancel:

(d cos 2t + c sin 2t)² + (c cos 2t − d sin 2t)² = d² + c² = ρ².

Hence w = 0 exactly when (E − m)² = ρ², that is E = m ± ρ. Dropping w² ≥ 0 gives |E − m| ≤ ρ and so E ≥ m − ρ. To attain the bound, write (−d, −c) = (n cos θ, n sin θ) with n ≥ 0. Then n = ρ and

E(θ/2) = m + d cos θ + c sin θ = m − n cos² θ − n sin² θ = m − ρ.

## How the Lean proof follows these steps

`energy_expanded` writes out the quadratic form, and `energy_eq` substitutes the double-angle formulas. Since `Real.cos_two_mul` expresses cos 2t through cos² t alone, the two sides then differ by b (sin² t + cos² t − 1), which `linear_combination b * Real.sin_sq_add_cos_sq t` removes. In `rotated_hamiltonian` the steps `e1`, `e2` and `e3` are the three matrix elements computed above, and the product is compared entry by entry. `hasDerivAt_energy` replaces `energy` by its double-angle form and assembles the derivative by the chain rule from `h2`, the derivative of s ↦ 2s. Each of the four equivalences rewrites the derivative as `2 * coupling a b c t`, and `stationary_iff_isDiag` then reads off the off-diagonal entries.

In `stationary_iff_eigenvector`, `k0` and `k1` are the two components of Hψ = Eψ + wχ, checked by direct expansion, and `hiff` splits the vector equation into components. The last `linear_combination` weights the component equations with sin t and cos t to isolate w. In `stationary_iff_tan`, `hc` excludes cos 2t = 0 and `div_eq_div_iff` cross-multiplies. `energy_circle` is the sum-of-squares identity; `stationary_iff_energy_value` factorises (E − m)² − ρ² in `hp` for one direction and obtains w² = 0 for the other.

The first half of `isLeast_energy` gets polar coordinates from `key`, which uses the modulus and argument of a complex number and treats the origin separately. It then shows `halfGap a b c = n` and offers `θ / 2` as the angle, which appears in the proof and not in the statement. The second half applies `Real.abs_le_sqrt` to (E − m)² ≤ d² + c² and keeps the lower inequality.
